# Flipping the direction on rejection keeps a pair-balanced directed walk on its target distribution

A Monte Carlo walker that remembers its direction of motion can drift away from the distribution it is meant to sample if it keeps that direction after a rejected move. This can happen even when every accepted forward move is balanced by an accepted backward one. The bounce rule changes the response to a rejection: the walker stays where it is and turns round. On a finite set of states with pair-balanced moves, this leaves the target distribution unchanged when the two directions are equally likely at every state.

In variational Monte Carlo for a lattice model with finitely many configurations, the weight of a configuration can be $|\Psi|^2$ for a trial wave function $\Psi$, and a bounce step with pair-balanced moves then preserves that distribution, provided that the direction is initially uniform and independent of the configuration. Passing from this one-step property to correct averages along a single long run takes a further ingredient, such as irreducibility of the chain, which the hypotheses here don't supply.

## States, directions and the two update rules

Let $S$ be a finite set of states with real weights $w(x)$, and let $\sigma\in\{+,-\}$ be the direction. For $x,y\in S$, $A_\sigma(x,y)$ is the probability that a walker at $x$ with direction $\sigma$ proposes $y$ and accepts it. In Lean the direction is a Boolean, with `true` for $+$ and `false` for $-$.

```lean
import Mathlib

namespace BounceRule

noncomputable section

variable {S : Type*} [Fintype S] [DecidableEq S]
```

A matrix is stochastic if its entries are nonnegative and its rows sum to one.

```lean
/-- A transition matrix is stochastic: its entries are nonnegative and each row sums to one. -/
def IsStochastic {X : Type*} [Fintype X] (P : X → X → ℝ) : Prop :=
  (∀ s t, 0 ≤ P s t) ∧ ∀ s, ∑ t, P s t = 1
```

A distribution is preserved if one step returns it unchanged. The definition accepts any real function as $\mu$, normalised or not.

```lean
/-- One step of the chain `P` leaves the distribution `μ` unchanged. -/
def Preserves {X : Type*} [Fintype X] (P : X → X → ℝ) (μ : X → ℝ) : Prop :=
  ∀ t, ∑ s, μ s * P s t = μ t
```

The target on pairs (state, direction) is $\mu(x,\sigma)=w(x)/2$. It is a probability distribution when the $w(x)$ are nonnegative and sum to one.

```lean
/-- The weights `w` on states times the uniform distribution on the two directions. -/
def target (w : S → ℝ) (s : S × Bool) : ℝ := w s.1 / 2
```

For $s=(x,\sigma)$, write $\bar s=(x,-\sigma)$ for the same state with the direction reversed.

```lean
/-- The same state with the opposite direction of motion. -/
def reverse (s : S × Bool) : S × Bool := (s.1, !s.2)
```

The physical condition on the moves is that accepted forward traffic from $x$ to $y$ equals accepted backward traffic from $y$ to $x$:
$$w(x)A_+(x,y)=w(y)A_-(y,x).$$
The file calls this `PairBalance`. Elsewhere it often goes by the name skew detailed balance, which is used below for a relation on the whole chain.

```lean
/-- Accepted forward moves (`true`) from `x` to `y` carry the same flow as accepted backward
moves (`false`) from `y` to `x`. -/
def PairBalance (w : S → ℝ) (A : Bool → S → S → ℝ) : Prop :=
  ∀ x y, w x * A true x y = w y * A false y x
```

Let $R_\sigma(x)=\sum_z A_\sigma(x,z)$ be the total acceptance at $x$ in direction $\sigma$. The bounce matrix $P$ has entries $A_\sigma(x,y)$ from $(x,\sigma)$ to $(y,\sigma)$, and $1-R_\sigma(x)$ from $(x,\sigma)$ to $(x,-\sigma)$. All other entries vanish.

```lean
/-- The bounce rule: an accepted move keeps the direction; a rejected move leaves the state
in place and flips the direction. -/
def bounce (A : Bool → S → S → ℝ) (s t : S × Bool) : ℝ :=
  if t.2 = s.2 then A s.2 s.1 t.1
  else if t.1 = s.1 then 1 - ∑ z, A s.2 s.1 z else 0
```

The matrix $Q$ of the rule without bounce puts the rejection probability $1-R_\sigma(x)$ on $(x,\sigma)$ itself, so the direction never changes.

```lean
/-- The rule without bounce: the direction is kept on acceptance and on rejection alike. -/
def noBounce (A : Bool → S → S → ℝ) (s t : S × Bool) : ℝ :=
  if t.2 = s.2 then A s.2 s.1 t.1 + (if t.1 = s.1 then 1 - ∑ z, A s.2 s.1 z else 0)
  else 0
```

## (a) Where the probability goes in one step

**Task.** Show that the entries of $P$ out of any $s$ satisfy
$$\sum_t P(s,t)=1.$$

**Solution.** Let $s=(x,\sigma)$. The final pairs with direction $\sigma$ contribute $\sum_y A_\sigma(x,y)=R_\sigma(x)$. Among those with direction $-\sigma$, only $(x,-\sigma)$ contributes, with $1-R_\sigma(x)$. The total is one, whatever the kernels are.

The Lean proof splits the sum over pairs into a sum over states and a sum over directions, then simplifies for each initial direction.

```lean
/-- The transition weights of the bounce rule out of any state and direction sum to one. -/
theorem bounce_row_sum (A : Bool → S → S → ℝ) (s : S × Bool) :
    ∑ t, bounce A s t = 1 := by
  obtain ⟨x, d⟩ := s
  rw [Fintype.sum_prod_type]
  cases d <;> simp [bounce, Finset.sum_add_distrib]
```

## (b) Flow against reversed flow

**Task.** Assume pair balance. Show that for all $s,t$
$$\mu(s)P(s,t)=\mu(t)P(\bar t,\bar s).$$

**Solution.** Let $s=(x,\sigma)$ and $t=(y,\tau)$.

If $\sigma=\tau=+$, the left side is $w(x)A_+(x,y)/2$. The right side is $w(y)A_-(y,x)/2$, because both directions have been reversed. Pair balance makes them equal. If $\sigma=\tau=-$, the claim is $w(x)A_-(x,y)=w(y)A_+(y,x)$, which is pair balance with $x$ and $y$ exchanged.

If $\tau=-\sigma$, both sides vanish unless $y=x$. For $y=x$ we have $\bar t=(x,\sigma)=s$ and $\bar s=(x,-\sigma)=t$, so both sides are $w(x)(1-R_\sigma(x))/2$.

Without the bars, the relation would be ordinary detailed balance. For accepted forward moves that would require $w(x)A_+(x,y)=w(y)A_+(y,x)$, which is a different condition from the one assumed.

The four cases in Lean are the four choices of directions. The two `linear_combination` steps use pair balance, and the middle cases split on whether $y=x$.

```lean
/-- Skew detailed balance: under pair balance, the flow from `s` to `t` equals the flow from
the reversed `t` to the reversed `s`. -/
theorem skew_detailed_balance {w : S → ℝ} {A : Bool → S → S → ℝ} (h : PairBalance w A)
    (s t : S × Bool) :
    target w s * bounce A s t = target w t * bounce A (reverse t) (reverse s) := by
  rcases s with ⟨x, _ | _⟩ <;> rcases t with ⟨y, _ | _⟩
  · -- accepted backward move
    simp only [bounce, reverse, target, Bool.not_false, ↓reduceIte]
    linear_combination -(h y x) / 2
  · by_cases hxy : y = x
    · subst hxy
      simp [bounce, reverse, target]
    · simp [bounce, reverse, target, hxy, Ne.symm hxy]
  · by_cases hxy : y = x
    · subst hxy
      simp [bounce, reverse, target]
    · simp [bounce, reverse, target, hxy, Ne.symm hxy]
  · -- accepted forward move
    simp only [bounce, reverse, target, Bool.not_true, ↓reduceIte]
    linear_combination (h x y) / 2
```

## (c) The bounce chain and its target

**Task.** Assume in addition that $A_\sigma(x,y)\ge0$ and $R_\sigma(x)\le1$. Show that $P$ is stochastic and that
$$\sum_s\mu(s)P(s,t)=\mu(t)\quad\text{for every }t.$$

**Solution.** The entries of $P$ are $A_\sigma(x,y)$, $1-R_\sigma(x)$ or zero, all nonnegative, and the rows sum to one by (a). For the second claim, (b) gives
$$\sum_s\mu(s)P(s,t)=\mu(t)\sum_s P(\bar t,\bar s)=\mu(t)\sum_s P(\bar t,s)=\mu(t).$$
The middle step holds because $s\mapsto\bar s$ only permutes the pairs, and the last is (a) for the row of $\bar t$.

In the theorem, `hA`, `hrow` and `h` are nonnegativity, the row bound and pair balance. The weights may be any real numbers. The step `hrev` is the reordering of the sum.

```lean
/-- If the accepted-move kernels are nonnegative, have row sums at most one and obey pair
balance, the bounce chain is stochastic and preserves the weights times uniform directions. -/
theorem bounce_stochastic_and_preserves {w : S → ℝ} {A : Bool → S → S → ℝ}
    (hA : ∀ d x y, 0 ≤ A d x y) (hrow : ∀ d x, ∑ y, A d x y ≤ 1) (h : PairBalance w A) :
    IsStochastic (bounce A) ∧ Preserves (bounce A) (target w) := by
  refine ⟨⟨fun s t => ?_, bounce_row_sum A⟩, fun t => ?_⟩
  · unfold bounce
    split_ifs
    · exact hA _ _ _
    · exact sub_nonneg.2 (hrow _ _)
    · exact le_rfl
  · -- reversing all final directions only reorders a row sum
    have hrev : ∑ s, bounce A (reverse t) (reverse s) = ∑ s, bounce A (reverse t) s := by
      rw [Fintype.sum_prod_type, Fintype.sum_prod_type]
      refine Finset.sum_congr rfl fun x _ => ?_
      rw [Fintype.sum_bool, Fintype.sum_bool]
      exact add_comm _ _
    rw [Finset.sum_congr rfl fun s _ => skew_detailed_balance h s t, ← Finset.mul_sum,
      hrev, bounce_row_sum, mul_one]
```

## (d) The flow accepted by a Metropolis test

Pair balance can be produced by an acceptance test. Let $T_\sigma(x,y)$ be the probability of proposing $y$ from $x$ in direction $\sigma$. The acceptance probability is
$$\alpha_\sigma(x,y)=\min\left(1,\frac{w(y)T_{-\sigma}(y,x)}{w(x)T_\sigma(x,y)}\right)$$
if the denominator is nonzero, and zero otherwise. A run should therefore start at a state of nonzero weight, since every move out of a zero-weight state is rejected.

```lean
/-- Metropolis acceptance probability for a move proposed by `T` in direction `d`, judged
against the reverse move in the opposite direction; a move of zero forward flow is rejected. -/
def acceptance (w : S → ℝ) (T : Bool → S → S → ℝ) (d : Bool) (x y : S) : ℝ :=
  if w x * T d x y = 0 then 0 else min 1 (w y * T (!d) y x / (w x * T d x y))
```

**Task.** For nonnegative $w$ and $T$, show that
$$w(x)T_\sigma(x,y)\alpha_\sigma(x,y)=\min\bigl(w(x)T_\sigma(x,y),\,w(y)T_{-\sigma}(y,x)\bigr).$$

**Solution.** Put $F=w(x)T_\sigma(x,y)$ and $G=w(y)T_{-\sigma}(y,x)$, both nonnegative. If $F=0$, both sides are zero. If $F>0$, then $F\min(1,G/F)=\min(F,G)$.

The Lean proof makes the same split. Its auxiliary statement `key` is the identity for $F>0$, and `!d` is the opposite direction.

```lean
omit [Fintype S] [DecidableEq S] in
/-- For nonnegative weights and proposals, the accepted flow is the smaller of the proposed
flow and the proposed flow of the reverse move in the opposite direction. -/
theorem metropolis_flow {w : S → ℝ} {T : Bool → S → S → ℝ} (hw : ∀ x, 0 ≤ w x)
    (hT : ∀ d x y, 0 ≤ T d x y) (d : Bool) (x y : S) :
    w x * (T d x y * acceptance w T d x y) = min (w x * T d x y) (w y * T (!d) y x) := by
  have key : ∀ a b : ℝ, 0 < a → a * min 1 (b / a) = min a b := by
    intro a b ha
    have hb : a * (b / a) = b := by field_simp
    rw [mul_min_of_nonneg _ _ ha.le, mul_one, hb]
  unfold acceptance
  split_ifs with h
  · rw [mul_zero, mul_zero, h, min_eq_left (mul_nonneg (hw _) (hT _ _ _))]
  · rw [← mul_assoc]
    exact key _ _ (lt_of_le_of_ne (mul_nonneg (hw _) (hT _ _ _)) (Ne.symm h))
```

## (e) Metropolis moves with a bounce

**Task.** Let $w$ and $T$ be nonnegative, with $\sum_yT_\sigma(x,y)\le1$. Show that the bounce chain built from
$$A_\sigma(x,y)=T_\sigma(x,y)\alpha_\sigma(x,y)$$
is stochastic and preserves $\mu$.

**Solution.** We check the hypotheses of (c). Since $0\le\alpha_\sigma\le1$, the kernels are nonnegative and their row sums are at most those of $T_\sigma$, hence at most one. By (d), $w(x)A_+(x,y)$ is the minimum of $w(x)T_+(x,y)$ and $w(y)T_-(y,x)$. The same formula for the backward move from $y$ to $x$ gives the minimum of the same two numbers, so pair balance holds. If a row of $T_\sigma$ sums to less than one, the missing probability is that of proposing no move. This counts as a rejection, so the direction flips then too.

In Lean, `h0` and `h1` are the two bounds on the acceptance probability, and `min_comm` exchanges the two flows.

```lean
/-- The bounce chain with Metropolis acceptance is stochastic and preserves the weights times
uniform directions, for nonnegative weights and nonnegative proposals of row sum at most one. -/
theorem metropolis_bounce {w : S → ℝ} {T : Bool → S → S → ℝ} (hw : ∀ x, 0 ≤ w x)
    (hT : ∀ d x y, 0 ≤ T d x y) (hrow : ∀ d x, ∑ y, T d x y ≤ 1) :
    IsStochastic (bounce fun d x y => T d x y * acceptance w T d x y) ∧
      Preserves (bounce fun d x y => T d x y * acceptance w T d x y) (target w) := by
  have h0 : ∀ d x y, 0 ≤ acceptance w T d x y := by
    intro d x y
    unfold acceptance
    split_ifs
    · exact le_rfl
    · exact le_min zero_le_one (div_nonneg (mul_nonneg (hw _) (hT _ _ _))
        (mul_nonneg (hw _) (hT _ _ _)))
  have h1 : ∀ d x y, acceptance w T d x y ≤ 1 := by
    intro d x y
    unfold acceptance
    split_ifs
    · exact zero_le_one
    · exact min_le_left _ _
  refine bounce_stochastic_and_preserves (fun d x y => mul_nonneg (hT d x y) (h0 d x y))
    (fun d x => ?_) (fun x y => ?_)
  · exact (Finset.sum_le_sum fun y _ =>
      mul_le_of_le_one_right (hT d x y) (h1 d x y)).trans (hrow d x)
  · -- the smaller of two flows does not depend on their order
    exact (metropolis_flow hw hT true x y).trans
      ((min_comm _ _).trans (metropolis_flow hw hT false y x).symm)
```

## (f) Keeping the direction after a rejection

**Task.** Assume pair balance. Show that $Q$ preserves $\mu$ if and only if
$$R_+(x)=R_-(x)\quad\text{for every }x\text{ with }w(x)\ne0.$$

**Solution.** After one step from $\mu$, the pair $(y,\sigma)$ receives accepted moves and keeps its own rejected ones. By pair balance, the accepted inflow is
$$\sum_x\frac{w(x)}2A_\sigma(x,y)=\frac{w(y)}2\sum_xA_{-\sigma}(y,x)=\frac{w(y)}2R_{-\sigma}(y).$$
The rejected part is $\frac{w(y)}2(1-R_\sigma(y))$. Together they give
$$\mu(y,\sigma)+\frac{w(y)}2\bigl(R_{-\sigma}(y)-R_\sigma(y)\bigr).$$
This equals $\mu(y,\sigma)$ for all $y$ and $\sigma$ exactly when $R_+$ and $R_-$ agree wherever $w$ is nonzero.

The Lean statement `key` is the last formula. Inside it, `h1` is the inflow computation and `h2` adds up the two initial directions. The forward implication cancels the nonzero weight; the converse treats zero weight separately. The equivalence is algebraic and uses neither nonnegativity nor the row bound.

```lean
/-- Under pair balance, the rule without bounce preserves the weights times uniform directions
exactly when, at each state of nonzero weight, both directions have equal total acceptance. -/
theorem noBounce_preserves_iff {w : S → ℝ} {A : Bool → S → S → ℝ} (h : PairBalance w A) :
    Preserves (noBounce A) (target w) ↔
      ∀ x, w x ≠ 0 → ∑ z, A true x z = ∑ z, A false x z := by
  have key : ∀ y e, ∑ s, target w s * noBounce A s (y, e) =
      target w (y, e) + (w y * ∑ z, A (!e) y z - w y * ∑ z, A e y z) / 2 := by
    intro y e
    -- the inflow by accepted moves is the outflow in the opposite direction
    have h1 : ∑ x, w x * A e x y = w y * ∑ z, A (!e) y z := by
      rw [Finset.mul_sum]
      refine Finset.sum_congr rfl fun x _ => ?_
      cases e
      · exact (h y x).symm
      · exact h x y
    have h2 : ∀ x, ∑ d, target w (x, d) * noBounce A (x, d) (y, e) =
        w x * A e x y / 2 + if y = x then w x / 2 * (1 - ∑ z, A e x z) else 0 := by
      intro x
      rw [Fintype.sum_bool]
      cases e <;> by_cases hxy : y = x <;>
        simp only [noBounce, target, hxy, reduceCtorEq, ↓reduceIte] <;> ring
    rw [Fintype.sum_prod_type, Finset.sum_congr rfl fun x _ => h2 x,
      Finset.sum_add_distrib, ← Finset.sum_div, h1, Finset.sum_ite_eq]
    simp only [Finset.mem_univ, ↓reduceIte, target]
    ring
  constructor
  · intro hP x hx
    have h3 := (key x true).symm.trans (hP (x, true))
    simp only [Bool.not_true] at h3
    exact mul_left_cancel₀ hx (by linarith)
  · rintro hx ⟨y, e⟩
    refine (key y e).trans ?_
    have h4 : w y * ∑ z, A true y z = w y * ∑ z, A false y z := by
      by_cases hy : w y = 0
      · rw [hy, zero_mul, zero_mul]
      · rw [hx y hy]
    cases e <;> simp only [Bool.not_true, Bool.not_false] <;> linarith
```

## (g) Two states on which the rule without bounce fails

Take states 0 and 1 with $w(0)=1/3$ and $w(1)=2/3$. The only nonzero entries of the kernels are $A_+(0,1)=1$ and $A_-(1,0)=1/2$. The name `ladder` refers to steps up and down, not to ladder operators.

```lean
/-- Two states: forward moves lead from 0 to 1 with probability one, backward moves from 1 to 0
with probability one half. -/
def ladder : Bool → Fin 2 → Fin 2 → ℝ
  | true => ![![0, 1], ![0, 0]]
  | false => ![![0, 0], ![1 / 2, 0]]
```

**Task.** Show that these kernels satisfy every hypothesis of (c), but that
$$\sum_s\mu(s)Q(s,t)\ne\mu(t)\quad\text{for some }t.$$

**Solution.** The entries are nonnegative and the row sums are 0, 1/2 or 1. The only nontrivial instance of pair balance is $\frac13\cdot1=\frac23\cdot\frac12$. At state 0, however, $R_+(0)=1$ and $R_-(0)=0$, so (f) rules out preservation. The failure is visible at $t=(0,+)$: its probability $1/6$ moves entirely to $(1,+)$ in one step, and nothing arrives to replace it. With the bounce, rejected backward walkers at state 0 turn round and supply exactly the missing $1/6$. Without it, the probabilities of the states alone, summed over directions, are still $1/3$ and $2/3$ after the first step, but the second step changes them to $5/12$ and $7/12$.

The Lean proof checks the finitely many entries and applies the criterion of (f) at state 0.

```lean
/-- With weights 1/3 and 2/3 the two-state ladder is nonnegative, has row sums at most one and
obeys pair balance, yet the rule without bounce fails to preserve the target. -/
theorem ladder_witness :
    (∀ d x y, 0 ≤ ladder d x y) ∧ (∀ d x, ∑ y, ladder d x y ≤ 1) ∧
      PairBalance ![1 / 3, 2 / 3] ladder ∧
      ¬ Preserves (noBounce ladder) (target ![1 / 3, 2 / 3]) := by
  have hb : PairBalance ![1 / 3, 2 / 3] ladder := by
    intro x y
    fin_cases x <;> fin_cases y <;> norm_num [ladder]
  refine ⟨?_, ?_, hb, ?_⟩
  · intro d x y
    cases d <;> fin_cases x <;> fin_cases y <;> norm_num [ladder]
  · intro d x
    cases d <;> fin_cases x <;> norm_num [ladder, Fin.sum_univ_two]
  · intro hP
    -- state 0 always accepts forward and never backward
    have h0 := (noBounce_preserves_iff hb).1 hP 0 (by norm_num)
    norm_num [ladder, Fin.sum_univ_two] at h0

end

end BounceRule
```

```lean
#print axioms BounceRule.skew_detailed_balance
#print axioms BounceRule.metropolis_bounce
```

```
'BounceRule.skew_detailed_balance' depends on axioms: [propext, Classical.choice, Quot.sound]
'BounceRule.metropolis_bounce' depends on axioms: [propext, Classical.choice, Quot.sound]
```
